# With an electrostatic dipole kernel and unequal longitudinal and transverse values L > T, the dynamical matrix has no limit at zero wavevector

The theorem `electrostatic_no_limit` concerns a model 3×3 real dynamical matrix T I + (L − T) K(q), with constants T < L and the dipole kernel K taken at squared frequency W = 0. For q ≠ 0 this kernel is q qᵀ/|q|², so the matrix has eigenvalue L along q and T across it, whatever the background permittivity e. The theorem says that no single matrix is the limit as q tends to zero through nonzero wavevectors. The proof approaches zero along q = s n with n a unit vector, where the matrix keeps the constant value T I + (L − T) n nᵀ, so any limit would have to equal this for every n. The x and y directions then give L and T for the same diagonal entry, which contradicts T < L.

This version doesn't compile in Lean 4 with Mathlib:

```lean
import Mathlib

open Matrix Filter Topology

namespace RetardedPolarLattice

noncomputable section

/-- The retarded dipole kernel `(eW I - q qᵀ) / (eW - |q|²)`, with `c = 1`, squared frequency `W`
and background permittivity `e`; its domain is `|q|² ≠ eW`. -/
def kernel (e W : ℝ) (q : Fin 3 → ℝ) : Matrix (Fin 3) (Fin 3) ℝ :=
  (e * W - q ⬝ᵥ q)⁻¹ • ((e * W) • (1 : Matrix (Fin 3) (Fin 3) ℝ) - vecMulVec q q)

/-- The dynamical matrix `T I + (L - T) K(q)` with the retarded kernel `K`;
its domain is `|q|² ≠ eW`. -/
def dynMatrix (T L e W : ℝ) (q : Fin 3 → ℝ) : Matrix (Fin 3) (Fin 3) ℝ :=
  T • (1 : Matrix (Fin 3) (Fin 3) ℝ) + (L - T) • kernel e W q

/-- The direction-dependent matrix `T I + (L - T) n nᵀ`. -/
def directionalMatrix (T L : ℝ) (n : Fin 3 → ℝ) : Matrix (Fin 3) (Fin 3) ℝ :=
  T • (1 : Matrix (Fin 3) (Fin 3) ℝ) + (L - T) • vecMulVec n n

/-- On the ray `q = s n` with `n` a unit vector, the kernel is
`(eW I - s² n nᵀ) / (eW - s²)`. -/
theorem kernel_ray (e W s : ℝ) {n : Fin 3 → ℝ} (hn : n ⬝ᵥ n = 1) :
    kernel e W (s • n) = (e * W - s ^ 2)⁻¹ •
      ((e * W) • (1 : Matrix (Fin 3) (Fin 3) ℝ) - s ^ 2 • vecMulVec n n) := by
  have h1 : (s • n) ⬝ᵥ (s • n) = s ^ 2 := by
    rw [smul_dotProduct, dotProduct_smul, hn, smul_eq_mul, smul_eq_mul]
    ring
  have h2 : vecMulVec (s • n) (s • n) = s ^ 2 • vecMulVec n n := by
    ext i j
    simp only [vecMulVec_apply, Matrix.smul_apply, Pi.smul_apply, smul_eq_mul]
    ring
  rw [kernel, h1, h2]

/-- In the electrostatic case `W = 0` with `T < L`, the dynamical matrix has no limit as `q`
tends to zero through nonzero wavevectors. -/
theorem electrostatic_no_limit {T L : ℝ} (hTL : T < L) (e : ℝ) :
    ¬ ∃ M, Tendsto (dynMatrix T L e 0) (𝓝[≠] 0) (𝓝 M) := by
  rintro ⟨M, hM⟩
  -- on each ray the electrostatic matrix is constant
  have key : ∀ n : Fin 3 → ℝ, n ⬝ᵥ n = 1 → M = directionalMatrix T L n := by
    intro n hn
    have hn0 : n ≠ 0 := by
      rintro rfl
      simp at hn
    have hcont : Continuous fun s : ℝ => s • n := by fun_prop
    have h0 : Tendsto (fun s : ℝ => s • n) (𝓝 0) (𝓝 0) := by
      simpa using hcont.tendsto 0
    have hline : Tendsto (fun s : ℝ => s • n) (𝓝[≠] 0) (𝓝[≠] 0) := by
      refine tendsto_nhdsWithin_iff.2 ⟨h0.mono_left nhdsWithin_le_nhds, ?_⟩
      filter_upwards [self_mem_nhdsWithin] with s hs
      exact smul_ne_zero hs hn0
    refine tendsto_nhds_unique (hM.comp hline) (tendsto_const_nhds.congr' ?_)
    filter_upwards [self_mem_nhdsWithin] with s hs
    have hs2 : s ^ 2 ≠ 0 := pow_ne_zero 2 hs
    rw [Function.comp_apply, dynMatrix, kernel_ray e 0 s hn, mul_zero, zero_smul, zero_sub,
      zero_sub, inv_neg, neg_smul, smul_neg, neg_neg, inv_smul_smul₀ hs2, directionalMatrix]
  have hx := key ![1, 0, 0] (by simp [dotProduct, Fin.sum_univ_three])
  have hy := key ![0, 1, 0] (by simp [dotProduct, Fin.sum_univ_three])
  have h := congrFun (congrFun (hx.symm.trans hy) 0) 0
  simp [directionalMatrix, vecMulVec_apply] at h
  linarith

end

end RetardedPolarLattice
```

The error:

```
Main.lean:59:45: error: Tactic `rewrite` failed: Did not find an occurrence of the pattern
  - -?a
in the target expression
  directionalMatrix T L n = T • 1 + -((L - T) • (s ^ 2)⁻¹ • -(s ^ 2 • vecMulVec n n))

T L : ℝ
hTL : T < L
e : ℝ
M : Matrix (Fin 3) (Fin 3) ℝ
hM : Tendsto (dynMatrix T L e 0) (𝓝[≠] 0) (𝓝 M)
n : Fin 3 → ℝ
hn : n ⬝ᵥ n = 1
hn0 : n ≠ 0
hcont : Continuous fun s => s • n
h0 : Tendsto (fun s => s • n) (𝓝 0) (𝓝 0)
hline : Tendsto (fun s => s • n) (𝓝[≠] 0) (𝓝[≠] 0)
s : ℝ
hs : s ∈ {0}ᶜ
hs2 : s ^ 2 ≠ 0
⊢ directionalMatrix T L n = T • 1 + -((L - T) • (s ^ 2)⁻¹ • -(s ^ 2 • vecMulVec n n))
Main.lean:63:27: warning: This simp argument is unused:
  vecMulVec_apply

Hint: Omit it from the simp argument list.
  [apply] simp [directionalMatrix] at h

Note: This linter can be disabled with `set_option linter.unusedSimpArgs false`
```

Diagnosis. The error is in the step showing that the matrix is constant on a ray. Two minus signs should cancel there, one from the inverse of −s² and one from −(s² n nᵀ). After `neg_smul` the first sign stands in front of the whole kernel term, just inside the factor L − T. The next rewrite, `smul_neg`, was meant to bring out the second sign, but it matched the outer product and moved the first sign past L − T instead. The second sign stayed inside, as the printed goal shows, so `neg_neg` found no double negation.

The repair proves the kernel identity separately, as `hk`. The factor L − T is absent there, so the same `smul_neg` acts on the inner product and the two signs meet. `neg_neg` removes them, and `inv_smul_smul₀` cancels s² against its inverse, using s² ≠ 0. The main rewrite then replaces the whole kernel term by `hk`.

Dropping `vecMulVec_apply` from the later `simp` is mere tidying: Lean had only warned that it was unused.

The mended proof, as a diff:

```diff
@@ -56,10 +56,12 @@
     filter_upwards [self_mem_nhdsWithin] with s hs
     have hs2 : s ^ 2 ≠ 0 := pow_ne_zero 2 hs
+    have hk : (-(s ^ 2))⁻¹ • -(s ^ 2 • vecMulVec n n) = vecMulVec n n := by
+      rw [inv_neg, neg_smul, smul_neg, neg_neg, inv_smul_smul₀ hs2]
     rw [Function.comp_apply, dynMatrix, kernel_ray e 0 s hn, mul_zero, zero_smul, zero_sub,
-      zero_sub, inv_neg, neg_smul, smul_neg, neg_neg, inv_smul_smul₀ hs2, directionalMatrix]
+      zero_sub, hk, directionalMatrix]
   have hx := key ![1, 0, 0] (by simp [dotProduct, Fin.sum_univ_three])
   have hy := key ![0, 1, 0] (by simp [dotProduct, Fin.sum_univ_three])
   have h := congrFun (congrFun (hx.symm.trans hy) 0) 0
-  simp [directionalMatrix, vecMulVec_apply] at h
+  simp [directionalMatrix] at h
   linarith
 
```
